# The minimum energy after one Lanczos step, in terms of the mean, variance and third central moment

A two-level Hamiltonian with diagonal energies $0$ and $\Delta$ and real coupling $t\neq 0$, started in its first level, has mean energy $0$, variance $t^2$ and third central moment $t^2\Delta$, and its lower eigenvalue is $\Delta/2-\sqrt{\Delta^2/4+t^2}$. Now take any symmetric operator $T$ and any unit vector $x$ with positive variance. With $t^2$ replaced by the variance and $\Delta$ by the third central moment divided by the variance, the same expression, added to the mean, gives the minimum energy of a normalised vector in the span of $x$ and $Tx$.

In Lean 4 with Mathlib:

```lean
import Mathlib

namespace LanczosStep

noncomputable section

variable {E : Type*} [NormedAddCommGroup E] [InnerProductSpace ℂ E]

/-- The energy form `⟨x, T x⟩` (real part), which is the mean of `T` when `x` is a unit vector. -/
def mean (T : E →ₗ[ℂ] E) (x : E) : ℝ := (inner ℂ x (T x)).re

/-- The fluctuation operator `T - R`, where `R` is `mean T x`, the mean of `T` when `x` is a unit
vector. -/
def fluct (T : E →ₗ[ℂ] E) (x : E) : E →ₗ[ℂ] E := T - (mean T x : ℂ) • LinearMap.id

/-- The `n`-th central moment `⟨x, (T - R)ⁿ x⟩` (real part) of `T` in the unit state `x`. -/
def moment (T : E →ₗ[ℂ] E) (x : E) (n : ℕ) : ℝ := (inner ℂ x ((fluct T x ^ n) x)).re

/-- The energy shift `k/(2v) - √(k²/(4v²) + v)` of one Lanczos step, with `v` and `k` the second
and third central moments; it is meant for `v > 0`. -/
def shift (T : E →ₗ[ℂ] E) (x : E) : ℝ :=
  moment T x 3 / (2 * moment T x 2)
    - √(moment T x 3 ^ 2 / (4 * moment T x 2 ^ 2) + moment T x 2)

/-- The Ritz vector `x + (μ/v) (T - R) x`, with `μ` the energy shift and `v > 0` the variance. -/
def ritzVector (T : E →ₗ[ℂ] E) (x : E) : E :=
  x + ((shift T x / moment T x 2 : ℝ) : ℂ) • fluct T x x

/-- The fluctuation operator acts as `y ↦ T y - R y`. -/
theorem fluct_apply (T : E →ₗ[ℂ] E) (x y : E) :
    fluct T x y = T y - (mean T x : ℂ) • y := rfl

/-- The fluctuation operator of a symmetric operator is symmetric. -/
theorem fluct_symm {T : E →ₗ[ℂ] E} (hT : T.IsSymmetric) (x u w : E) :
    inner ℂ (fluct T x u) w = inner ℂ u (fluct T x w) := by
  have h := hT u w
  simp only [fluct_apply, inner_sub_left, inner_sub_right, inner_smul_left, inner_smul_right,
    Complex.conj_ofReal, h]

/-- For symmetric `T` and a unit vector `x`, the overlaps `⟨x, (T - R)ⁿ x⟩` with `n = 1, 2, 3`
are zero and the real second and third central moments. -/
theorem krylov_overlaps {T : E →ₗ[ℂ] E} (hT : T.IsSymmetric) {x : E} (hx : ‖x‖ = 1) :
    inner ℂ x (fluct T x x) = 0 ∧
    inner ℂ x (fluct T x (fluct T x x)) = (moment T x 2 : ℂ) ∧
    inner ℂ x (fluct T x (fluct T x (fluct T x x))) = (moment T x 3 : ℂ) := by
  -- powers of the fluctuation operator are symmetric, so their expectation values are real
  have hp : ∀ (n : ℕ) (u w : E),
      inner ℂ ((fluct T x ^ n) u) w = inner ℂ u ((fluct T x ^ n) w) := by
    intro n
    induction n with
    | zero => intro u w; simp
    | succ n ih =>
      intro u w
      calc inner ℂ ((fluct T x ^ (n + 1)) u) w
          = inner ℂ ((fluct T x ^ n) (fluct T x u)) w := by rw [pow_succ]; rfl
        _ = inner ℂ (fluct T x u) ((fluct T x ^ n) w) := ih _ _
        _ = inner ℂ u (fluct T x ((fluct T x ^ n) w)) := fluct_symm hT x _ _
        _ = inner ℂ u ((fluct T x ^ (n + 1)) w) := by rw [pow_succ']; rfl
  have hm : ∀ n : ℕ, inner ℂ x ((fluct T x ^ n) x) = (moment T x n : ℂ) := fun n =>
    (Complex.conj_eq_iff_re.mp (by rw [inner_conj_symm]; exact hp n x x)).symm
  have hR : inner ℂ x (T x) = (mean T x : ℂ) :=
    (Complex.conj_eq_iff_re.mp (by rw [inner_conj_symm]; exact hT x x)).symm
  have h1 : inner ℂ x x = (1 : ℂ) := by
    rw [inner_self_eq_norm_sq_to_K, hx]; simp
  refine ⟨?_, ?_, ?_⟩
  · rw [fluct_apply, inner_sub_right, inner_smul_right, h1, hR, mul_one, sub_self]
  · simpa only [pow_succ, pow_zero, one_mul, Module.End.mul_apply] using hm 2
  · simpa only [pow_succ, pow_zero, one_mul, Module.End.mul_apply] using hm 3

/-- For positive variance `v` the energy shift `μ` is negative and solves the secular equation
`v μ² = k μ + v²`. -/
theorem shift_secular {T : E →ₗ[ℂ] E} {x : E} (hv : 0 < moment T x 2) :
    shift T x < 0 ∧
    moment T x 2 * shift T x ^ 2 = moment T x 3 * shift T x + moment T x 2 ^ 2 := by
  unfold shift
  generalize moment T x 2 = v at *
  generalize moment T x 3 = k
  have hs : √(k ^ 2 / (4 * v ^ 2) + v) ^ 2 = k ^ 2 / (4 * v ^ 2) + v :=
    Real.sq_sqrt (by positivity)
  have hq : (k / (2 * v)) ^ 2 = k ^ 2 / (4 * v ^ 2) := by ring
  have hlt : k / (2 * v) < √(k ^ 2 / (4 * v ^ 2) + v) :=
    Real.lt_sqrt_of_sq_lt (by linarith)
  have hk : 2 * v * (k / (2 * v)) = k := by field_simp
  refine ⟨by linarith, ?_⟩
  generalize √(k ^ 2 / (4 * v ^ 2) + v) = s at *
  generalize k / (2 * v) = q at *
  rw [← hq] at hs
  linear_combination v * hs + (q - s) * hk

/-- For symmetric `T`, unit `x` and variance `v > 0`, the energy of `z = a x + b (T - R) x` in
excess of `(R + μ) ‖z‖²`, multiplied by `-μ`, is the square `|μ a - v b|²`. -/
theorem energy_excess {T : E →ₗ[ℂ] E} (hT : T.IsSymmetric) {x : E} (hx : ‖x‖ = 1)
    (hv : 0 < moment T x 2) (a b : ℂ) :
    -shift T x * (mean T (a • x + b • fluct T x x)
        - (mean T x + shift T x) * ‖a • x + b • fluct T x x‖ ^ 2)
      = Complex.normSq (shift T x * a - moment T x 2 * b) := by
  obtain ⟨h1, h2, h3⟩ := krylov_overlaps hT hx
  have hA := fluct_symm hT x
  have h0 : inner ℂ x x = (1 : ℂ) := by
    rw [inner_self_eq_norm_sq_to_K, hx]; simp
  have hn : ∀ z : E, (inner ℂ z z).re = ‖z‖ ^ 2 := fun z => inner_self_eq_norm_sq (𝕜 := ℂ) z
  have hsplit : ∀ z : E, mean T z = (inner ℂ z (fluct T x z)).re + mean T x * ‖z‖ ^ 2 := by
    intro z
    rw [fluct_apply, inner_sub_right, inner_smul_right, Complex.sub_re, Complex.re_ofReal_mul,
      hn, sub_add_cancel]
    rfl
  -- both quadratic forms reduce to central moments
  rw [hsplit, ← hn]
  simp only [map_add, map_smul, inner_add_left, inner_add_right, inner_smul_left,
    inner_smul_right, hA, h0, h1, h2, h3, Complex.normSq_apply, Complex.add_re, Complex.add_im,
    Complex.sub_re, Complex.sub_im, Complex.mul_re, Complex.mul_im, Complex.conj_re,
    Complex.conj_im, Complex.ofReal_re, Complex.ofReal_im, Complex.one_re, Complex.one_im,
    Complex.zero_re, Complex.zero_im]
  linear_combination (b.re ^ 2 + b.im ^ 2) * (shift_secular hv).2

/-- One Lanczos step: for symmetric `T` and a unit vector `x` with mean `R`, variance `v > 0` and
third central moment `k`, the minimum Rayleigh quotient on the span of `x` and `T x` is
`R + k/(2v) - √(k²/(4v²) + v)`, and it lies strictly below `R`. -/
theorem lanczos_step {T : E →ₗ[ℂ] E} (hT : T.IsSymmetric) {x : E} (hx : ‖x‖ = 1)
    (hv : 0 < moment T x 2) :
    IsLeast {e : ℝ | ∃ z ∈ Submodule.span ℂ {x, T x}, z ≠ 0 ∧ e = mean T z / ‖z‖ ^ 2}
      (mean T x + moment T x 3 / (2 * moment T x 2)
        - √(moment T x 3 ^ 2 / (4 * moment T x 2 ^ 2) + moment T x 2)) ∧
    mean T x + moment T x 3 / (2 * moment T x 2)
        - √(moment T x 3 ^ 2 / (4 * moment T x 2 ^ 2) + moment T x 2) < mean T x := by
  have hμ := (shift_secular hv).1
  -- the Ritz vector has overlap one with the starting vector, so it is nonzero
  have hz : ritzVector T x ≠ 0 := by
    intro h
    have h' : inner ℂ x (ritzVector T x) = (1 : ℂ) := by
      rw [ritzVector, inner_add_right, inner_smul_right, (krylov_overlaps hT hx).1,
        inner_self_eq_norm_sq_to_K, hx]
      simp
    rw [h, inner_zero_right] at h'
    exact zero_ne_one h'
  rw [add_sub_assoc]
  change IsLeast _ (mean T x + shift T x) ∧ mean T x + shift T x < mean T x
  refine ⟨⟨⟨ritzVector T x, ?_, hz, ?_⟩, ?_⟩, by linarith⟩
  · refine Submodule.mem_span_pair.mpr
      ⟨1 - ((shift T x / moment T x 2 : ℝ) : ℂ) * mean T x,
        ((shift T x / moment T x 2 : ℝ) : ℂ), ?_⟩
    rw [ritzVector, fluct_apply]
    module
  · -- the square in the energy excess vanishes at the Ritz vector
    have h := energy_excess hT hx hv 1 ((shift T x / moment T x 2 : ℝ) : ℂ)
    have hd : moment T x 2 * (shift T x / moment T x 2) = shift T x := by
      have hv0 := hv.ne'
      field_simp
    have hc : (shift T x : ℂ) * 1
        - moment T x 2 * ((shift T x / moment T x 2 : ℝ) : ℂ) = 0 := by
      rw [← Complex.ofReal_mul, hd, mul_one, sub_self]
    rw [hc, map_zero, one_smul] at h
    have h' := (mul_eq_zero.mp h).resolve_left (neg_ne_zero.mpr hμ.ne)
    rw [eq_div_iff (pow_ne_zero 2 (norm_ne_zero_iff.mpr hz))]
    exact (sub_eq_zero.mp h').symm
  · -- for every other trial vector the excess is nonnegative
    rintro e ⟨z, hmem, hz0, rfl⟩
    obtain ⟨a, b, rfl⟩ := Submodule.mem_span_pair.mp hmem
    have hab : a • x + b • T x = (a + b * mean T x) • x + b • fluct T x x := by
      rw [fluct_apply]; module
    rw [le_div_iff₀ (pow_pos (norm_pos_iff.mpr hz0) 2), hab]
    have h := energy_excess hT hx hv (a + b * mean T x) b
    by_contra hlt
    have hneg := mul_neg_of_pos_of_neg (neg_pos.mpr hμ) (sub_neg.mpr (not_le.mp hlt))
    rw [h] at hneg
    exact absurd hneg (not_lt_of_ge (Complex.normSq_nonneg _))

end

end LanczosStep
```

```lean
#print axioms LanczosStep.lanczos_step
-- 'LanczosStep.lanczos_step' depends on axioms: [propext, Classical.choice, Quot.sound]
```

Let $R=\langle x,Tx\rangle$ be the mean and $A=T-R$ the fluctuation operator. The variance is $v=\langle x,A^2x\rangle$ and the third central moment is $k=\langle x,A^3x\rangle$. The theorem `lanczos_step` says that the number

$$R+\mu,\qquad \mu=\frac{k}{2v}-\sqrt{\frac{k^2}{4v^2}+v},$$

is the least value of $\langle z,Tz\rangle/\|z\|^2$ over nonzero $z$ in the span of $x$ and $Tx$, and that it lies strictly below $R$. `IsLeast` means that some trial vector attains the value and none goes below it.

In the file, `mean T x` is $R$, `fluct T x` is $A$, `moment T x 2` and `moment T x 3` are $v$ and $k$, and `shift T x` is $\mu$. For a general vector $z$, `mean T z` is the unnormalised form $\langle z,Tz\rangle$, which is why the theorem divides it by $\|z\|^2$. The definitions take real parts; for symmetric $T$ this discards nothing. The inner product is conjugate-linear in its first argument, and the trial coefficients may be complex.

The hypothesis `hv` says that $v>0$. Since $v=\|Ax\|^2$, this means that $x$ is not an eigenvector of $T$: the energy fluctuates in the state $x$, and $Tx$ supplies a new direction. The space `E` may have any dimension that admits such an $x$, hence at least two, and it need not be complete. The operator must be defined on all of `E`, so an unbounded Hamiltonian fits only if `E` is a space of vectors that it maps into itself. The theorem concerns a single step; it gives no convergence rate and no distance to the ground-state energy.

For a many-electron Hamiltonian restricted to a finite basis, $R+\mu$ is a variational upper bound to the lowest eigenvalue in that basis, and it improves on the energy of the starting state.

The derivation begins with the overlaps. Because $x$ is a unit vector, $\langle x,Ax\rangle=R-R=0$. Symmetry of $A$ gives $\langle Ax,Ax\rangle=v$ and $\langle Ax,A\,Ax\rangle=k$. The lemma `krylov_overlaps` establishes the corresponding facts with all powers of $A$ moved to the right. It shows by induction that powers of $A$ are symmetric, so each expectation value equals its own conjugate and is real.

In the orthonormal basis $x$, $Ax/\sqrt v$, the operator $A$, followed by orthogonal projection back onto the trial space, has the matrix

$$\begin{pmatrix}0&\sqrt v\\ \sqrt v&k/v\end{pmatrix}.$$

Its eigenvalues solve $\mu^2-(k/v)\mu-v=0$, and the lower root is the shift above. To check this directly, put $q=k/(2v)$ and $s=\sqrt{q^2+v}$, so that $\mu=q-s$. Since $v>0$, we have $s>|q|$ and hence $\mu<0$. Also $(\mu-q)^2=s^2=q^2+v$, so $\mu^2=2q\mu+v$, and multiplying by $v$ gives

$$v\mu^2=k\mu+v^2.$$

This is `shift_secular`, where the same algebra is done by `linear_combination` from the square of the root.

Now take $z=ax+bAx$ with complex $a$ and $b$. The overlaps give

$$\|z\|^2=|a|^2+v|b|^2,\qquad \langle z,Az\rangle=2v\,\mathrm{Re}(\bar a b)+k|b|^2.$$

Since $\langle z,Tz\rangle=\langle z,Az\rangle+R\|z\|^2$, the energy in excess of $(R+\mu)\|z\|^2$ is

$$D=2v\,\mathrm{Re}(\bar a b)+k|b|^2-\mu|a|^2-\mu v|b|^2.$$

Multiplying by $-\mu$ and using the secular equation to replace $v\mu^2-k\mu$ by $v^2$ yields

$$-\mu D=\mu^2|a|^2-2\mu v\,\mathrm{Re}(\bar a b)+v^2|b|^2=|\mu a-vb|^2.$$

This identity is `energy_excess`. Its `simp` call expands both quadratic forms into real and imaginary parts, and the closing `linear_combination` adds $|b|^2$ times the secular equation.

Because $-\mu>0$, the identity gives $D\ge 0$, so no trial vector has a Rayleigh quotient below $R+\mu$. In `lanczos_step` a trial vector arrives as $ax+bTx=(a+bR)x+bAx$, so the identity is applied with $a+bR$ in place of $a$. A quotient below the claimed minimum would make a square negative, which is the contradiction that the proof reaches.

Equality holds when $\mu a=vb$. Choosing $a=1$ gives `ritzVector`, the vector $x+(\mu/v)Ax$. Its overlap with $x$ is $1$, so it is nonzero, and it attains the minimum. Its squared norm is $1+\mu^2/v$, so the normalised Ritz state is

$$\frac{x+(\mu/v)Ax}{\sqrt{1+\mu^2/v}}.$$

The strict inequality $R+\mu<R$ is the statement $\mu<0$.

In a Lanczos code the moments appear as matrix elements. The code forms $w=Tx$, takes $\alpha_1=\langle x,w\rangle=R$, subtracts $\alpha_1x$, and obtains $\beta=\|w-\alpha_1x\|=\sqrt v$. With $y=(w-\alpha_1x)/\beta$, a second application of $T$ gives $\alpha_2=\langle y,Ty\rangle=R+k/v$. The lower eigenvalue of the $2\times2$ matrix with diagonal $\alpha_1,\alpha_2$ and off-diagonal element $\beta$ is $R+\mu$. When $k$ is positive and $k/(2v)$ is large compared with $\sqrt v$, the two terms of $\mu$ nearly cancel in floating-point arithmetic, and the equivalent form $\mu=-v/(q+s)$ avoids the loss of digits. If $\beta$ vanishes, $x$ is already an eigenvector and the iteration stops.
